# The exchange gate gives two spins in the state \(u\otimes v\) the concurrence \(|\sin 2t|\,|\det(u,v)|^2\)

Two spins one-half are prepared separately, one in the state \(u\) and the other in \(v\), and an isotropic exchange coupling is then switched on for a while. Two spins that both point up stay as they were. An up spin next to a down spin becomes entangled, and if the coupling lasts long enough the pair comes back to a product state with the spins exchanged. How much entanglement is there at a given moment, for arbitrary \(u\) and \(v\)?

## Concurrence from one sine and one determinant

Write \(u=(u_0,u_1)\) and \(v=(v_0,v_1)\) for the amplitudes along \(z\), with index 0 for up and 1 for down. Let \(S\) be the swap, \(S(u\otimes v)=v\otimes u\), and let

\[
G(t)=\cos t\,\mathbb 1-i\sin t\,S
\]

be the exchange gate with real angle \(t\). For a two-spin vector with amplitudes \(\psi_{ij}\), the concurrence is \(C(\psi)=2|\psi_{00}\psi_{11}-\psi_{01}\psi_{10}|\). For a unit vector it measures the entanglement, from 0 for a product state to 1 for a maximally entangled one. With \(\det(u,v)=u_0v_1-u_1v_0\),

\[
C\bigl(G(t)(u\otimes v)\bigr)=|\sin 2t|\,|\det(u,v)|^2 .
\]

If \(u\) is a unit vector, the result is a product vector exactly when \(\sin 2t=0\) or \(v\) is a multiple of \(u\). If both are unit vectors, \(|\det(u,v)|^2=1-|\langle u,v\rangle|^2\), and the concurrence is 1 exactly when \(|\sin 2t|=1\) and \(\langle u,v\rangle=0\).

## The first bond update in a spin-chain code

Write \(\boldsymbol\sigma\cdot\boldsymbol\sigma=\sigma_x\otimes\sigma_x+\sigma_y\otimes\sigma_y+\sigma_z\otimes\sigma_z\) for the coupling of the two spins, and let \(J\) be the exchange constant. For \(H=\tfrac J4\,\boldsymbol\sigma\cdot\boldsymbol\sigma\) acting for a time \(\tau\), the evolution operator is \(G(t)\) with \(t=J\tau/2\hbar\), up to a global phase. This follows from \(\boldsymbol\sigma\cdot\boldsymbol\sigma=2S-\mathbb 1\) and \(S^2=\mathbb 1\). A Trotter code for the real-time evolution of a spin-one-half Heisenberg chain applies this gate bond by bond. When it starts from a product state, its first layer of gates on disjoint bonds acts on pairs of the form \(u\otimes v\), so the identity gives the entanglement of each such pair after that layer, for pure states and isotropic coupling.

The prediction can be compared with the singular values \(s_1,s_2\) of the \(2\times2\) amplitude matrix, since \(C=2s_1s_2\). For spins that are not parallel, a scan of \(t\) upwards from 0 reveals a wrong factor of two in the gate angle: the first maximum should lie at \(t=\pi/4\), while \(t=\pi/2\) is a full swap and creates no entanglement. A single value of \(t\) may not be enough, since at \(t=\pi/6\) a doubled angle gives the same concurrence. For nearly parallel spins the determinant form is the better one to evaluate in floating point, because its cancellation takes place before the squaring: when \(|\det(u,v)|=\varepsilon\) is small, rounding can cause a relative error of order \(1/\varepsilon\) times the machine precision, against \(1/\varepsilon^2\) times for \(1-|\langle u,v\rangle|^2\).

## From the swap to the entangled amplitudes

**The swap and the Pauli matrices.** On up-up and down-down, \(\sigma_z\otimes\sigma_z\) gives \(+1\), and \(\sigma_x\otimes\sigma_x+\sigma_y\otimes\sigma_y\) gives 0. On up-down and down-up, the first gives \(-1\), and the second exchanges the two states with a factor 2. Adding the identity and halving leaves the swap:

\[
S=\tfrac12(\mathbb 1+\boldsymbol\sigma\cdot\boldsymbol\sigma).
\]

**Unitarity.** Since \(S^\dagger=S\) and \(S^2=\mathbb 1\),

\[
G^\dagger G=(\cos t+i\sin t\,S)(\cos t-i\sin t\,S)=\cos^2t+\sin^2t=\mathbb 1 .
\]

**The amplitudes.** Put \(c=\cos t\) and \(s=\sin t\). The output is \(c\,u\otimes v-is\,v\otimes u\), so \(\psi_{ij}=c\,u_iv_j-is\,v_iu_j\). With \(P=u_0u_1v_0v_1\),

\[
\psi_{00}\psi_{11}=(c-is)^2P=(c^2-s^2-2ics)P,
\]
\[
\psi_{01}\psi_{10}=(c^2-s^2)P-ics\,(u_0^2v_1^2+u_1^2v_0^2).
\]

The difference is

\[
\psi_{00}\psi_{11}-\psi_{01}\psi_{10}=ics\,(u_0v_1-u_1v_0)^2 .
\]

Twice its modulus is \(2|cs|\,|\det(u,v)|^2=|\sin2t|\,|\det(u,v)|^2\).

**Products have zero concurrence, and conversely.** If \(\psi_{ij}=a_ib_j\), both terms of the determinant equal \(a_0a_1b_0b_1\) and cancel. Conversely, let \(\psi_{00}\psi_{11}=\psi_{01}\psi_{10}\).

- If \(\psi_{00}\ne0\), take \(a=(1,\psi_{10}/\psi_{00})\) and \(b=(\psi_{00},\psi_{01})\).
- If \(\psi_{00}=0\) and \(\psi_{01}\neq0\), then \(\psi_{10}=0\). Take \(a=(1,\psi_{11}/\psi_{01})\) and \(b=(0,\psi_{01})\).
- If \(\psi_{00}=\psi_{01}=0\), take \(a=(0,1)\) and \(b=(\psi_{10},\psi_{11})\).

**Zero determinant means parallel.** Let \(|u_0|^2+|u_1|^2=1\), \(d=\det(u,v)\) and \(\langle u,v\rangle=\bar u_0v_0+\bar u_1v_1\). Substituting \(u_0v_1=u_1v_0+d\) in \(\langle u,v\rangle u_0\), and \(u_1v_0=u_0v_1-d\) in \(\langle u,v\rangle u_1\), gives

\[
v_0=\langle u,v\rangle u_0-\bar u_1d,\qquad v_1=\langle u,v\rangle u_1+\bar u_0d .
\]

If \(d=0\), then \(v=\langle u,v\rangle u\). Conversely, \(v=ku\) gives \(d=k(u_0u_1-u_1u_0)=0\). The product criterion follows, because \(|\sin2t|\,|d|^2\) vanishes exactly when one factor does.

**Overlap form and maximum.** Expanding the squares,

\[
|d|^2=|u_0|^2|v_1|^2+|u_1|^2|v_0|^2-2\,\mathrm{Re}(\bar u_0u_1v_0\bar v_1),
\]
\[
|\langle u,v\rangle|^2=|u_0|^2|v_0|^2+|u_1|^2|v_1|^2+2\,\mathrm{Re}(\bar u_0u_1v_0\bar v_1).
\]

The sum is \((|u_0|^2+|u_1|^2)(|v_0|^2+|v_1|^2)\), which is 1 for unit vectors. The concurrence is then \(|\sin2t|\,(1-|\langle u,v\rangle|^2)\). Both factors lie between 0 and 1, so their product is 1 only if both are 1.

## The Lean file

```lean
import Mathlib

open Matrix
open scoped Kronecker ComplexConjugate

namespace ExchangeEntanglement

noncomputable section

/-- State vectors of one spin one-half. -/
abbrev Spin := Fin 2 → ℂ

/-- State vectors of two spins one-half, by their four amplitudes. -/
abbrev TwoSpin := Fin 2 × Fin 2 → ℂ

/-- The Pauli matrix along x. -/
def sigmaX : Matrix (Fin 2) (Fin 2) ℂ := !![0, 1; 1, 0]

/-- The Pauli matrix along y. -/
def sigmaY : Matrix (Fin 2) (Fin 2) ℂ := !![0, -Complex.I; Complex.I, 0]

/-- The Pauli matrix along z. -/
def sigmaZ : Matrix (Fin 2) (Fin 2) ℂ := !![1, 0; 0, -1]

/-- The tensor product of two spin states. -/
def tensor (u v : Spin) : TwoSpin := fun p => u p.1 * v p.2

/-- The operator that swaps the two spins. -/
def swap : Matrix (Fin 2 × Fin 2) (Fin 2 × Fin 2) ℂ :=
  Matrix.of fun p q => if p.1 = q.2 ∧ p.2 = q.1 then 1 else 0

/-- The exchange gate `cos t - i sin t S`, with `S` the swap. -/
def exchangeGate (t : ℝ) : Matrix (Fin 2 × Fin 2) (Fin 2 × Fin 2) ℂ :=
  (Real.cos t : ℂ) • 1 - (Complex.I * (Real.sin t : ℂ)) • swap

/-- The concurrence of a two-spin state vector. -/
def concurrence (ψ : TwoSpin) : ℝ :=
  2 * ‖ψ (0, 0) * ψ (1, 1) - ψ (0, 1) * ψ (1, 0)‖

/-- A two-spin vector is a product if it is a tensor product of two spin vectors. -/
def IsProduct (ψ : TwoSpin) : Prop := ∃ a b : Spin, ψ = tensor a b

/-- The determinant of the matrix with columns `u` and `v`. -/
def spinDet (u v : Spin) : ℂ := u 0 * v 1 - u 1 * v 0

/-- The overlap (inner product) of two spin states. -/
def overlap (u v : Spin) : ℂ := conj (u 0) * v 0 + conj (u 1) * v 1

/-- A spin state is normalized if its overlap with itself is one. -/
def Normalized (u : Spin) : Prop := overlap u u = 1

/-- The swap is half the sum of the identity and the Heisenberg coupling of the Pauli matrices. -/
theorem swap_eq_pauli :
    swap = (1 / 2 : ℂ) •
      (1 + sigmaX ⊗ₖ sigmaX + sigmaY ⊗ₖ sigmaY + sigmaZ ⊗ₖ sigmaZ) := by
  ext ⟨i, j⟩ ⟨k, l⟩
  fin_cases i <;> fin_cases j <;> fin_cases k <;> fin_cases l <;>
    simp [swap, sigmaX, sigmaY, sigmaZ] <;> norm_num

/-- The swap exchanges the factors of a product state. -/
theorem swap_mulVec_tensor (u v : Spin) : swap *ᵥ tensor u v = tensor v u := by
  funext ⟨i, j⟩
  fin_cases i <;> fin_cases j <;>
    simp [swap, tensor, Matrix.mulVec, dotProduct, Fintype.sum_prod_type,
      Fin.sum_univ_two, mul_comm]
  exact mul_comm _ _

/-- The exchange gate is unitary. -/
theorem exchangeGate_unitary (t : ℝ) : (exchangeGate t)ᴴ * exchangeGate t = 1 := by
  -- the swap is Hermitian and squares to one
  have hH : swapᴴ = swap := by
    ext ⟨i, j⟩ ⟨k, l⟩
    fin_cases i <;> fin_cases j <;> fin_cases k <;> fin_cases l <;> simp [swap]
  have hS : swap * swap = 1 := by
    ext ⟨i, j⟩ ⟨k, l⟩
    fin_cases i <;> fin_cases j <;> fin_cases k <;> fin_cases l <;>
      simp [swap, Matrix.mul_apply, Fintype.sum_prod_type, Fin.sum_univ_two]
  have h : (Real.cos t : ℂ) ^ 2 + (Real.sin t : ℂ) ^ 2 = 1 := by
    exact_mod_cast Real.cos_sq_add_sin_sq t
  unfold exchangeGate
  generalize Real.cos t = c at *
  generalize Real.sin t = s at *
  have hc : star (c : ℂ) = c := Complex.conj_ofReal c
  have hs : star (Complex.I * (s : ℂ)) = -(Complex.I * s) := by
    apply Complex.ext <;> simp
  have hcs : (c : ℂ) * c - (Complex.I * s) * (Complex.I * s) = 1 := by
    linear_combination h - (s : ℂ) ^ 2 * Complex.I_sq
  rw [conjTranspose_sub, conjTranspose_smul, conjTranspose_smul, conjTranspose_one, hH, hc, hs]
  simp only [sub_mul, mul_sub, smul_mul_assoc, mul_smul_comm, one_mul, mul_one, hS]
  linear_combination (norm := module)
    hcs • (1 : Matrix (Fin 2 × Fin 2) (Fin 2 × Fin 2) ℂ)

/-- The exchange gate turns a product state into a superposition of it and its swapped partner. -/
theorem exchangeGate_mulVec_tensor (t : ℝ) (u v : Spin) :
    exchangeGate t *ᵥ tensor u v =
      (Real.cos t : ℂ) • tensor u v - (Complex.I * (Real.sin t : ℂ)) • tensor v u := by
  rw [exchangeGate, Matrix.sub_mulVec, Matrix.smul_mulVec, Matrix.smul_mulVec,
    Matrix.one_mulVec, swap_mulVec_tensor]

/-- The concurrence produced by the exchange gate from `u ⊗ v` is `|sin 2t| |det(u,v)|²`. -/
theorem concurrence_exchange (t : ℝ) (u v : Spin) :
    concurrence (exchangeGate t *ᵥ tensor u v) =
      |Real.sin (2 * t)| * ‖spinDet u v‖ ^ 2 := by
  -- only the cross terms survive in the determinant of the amplitudes
  have h : ∀ c s : ℂ,
      (c • tensor u v - (Complex.I * s) • tensor v u) (0, 0) *
        (c • tensor u v - (Complex.I * s) • tensor v u) (1, 1) -
      (c • tensor u v - (Complex.I * s) • tensor v u) (0, 1) *
        (c • tensor u v - (Complex.I * s) • tensor v u) (1, 0) =
      Complex.I * (c * s) * spinDet u v ^ 2 := by
    intro c s
    simp only [Pi.sub_apply, Pi.smul_apply, smul_eq_mul, tensor, spinDet]
    ring
  rw [exchangeGate_mulVec_tensor, concurrence, h]
  simp only [norm_mul, norm_pow, Complex.norm_I, Complex.norm_real, Real.norm_eq_abs,
    Real.sin_two_mul, abs_mul, abs_two]
  ring

/-- A two-spin vector is a product exactly when its concurrence vanishes. -/
theorem isProduct_iff_concurrence (ψ : TwoSpin) : IsProduct ψ ↔ concurrence ψ = 0 := by
  constructor
  · rintro ⟨a, b, rfl⟩
    have h : a 0 * b 0 * (a 1 * b 1) - a 0 * b 1 * (a 1 * b 0) = 0 := by ring
    simp only [concurrence, tensor, h, norm_zero, mul_zero]
  · intro hc
    have h : ψ (0, 0) * ψ (1, 1) - ψ (0, 1) * ψ (1, 0) = 0 :=
      norm_eq_zero.mp (by unfold concurrence at hc; linarith)
    -- read the factors off the first row of amplitudes, or off the second if the first is zero
    by_cases h0 : ψ (0, 0) = 0
    · by_cases h1 : ψ (0, 1) = 0
      · refine ⟨![0, 1], ![ψ (1, 0), ψ (1, 1)], ?_⟩
        funext ⟨i, j⟩
        fin_cases i <;> fin_cases j <;> simp [tensor, h0, h1]
      · have h2 : ψ (0, 1) * ψ (1, 0) = 0 := by linear_combination ψ (1, 1) * h0 - h
        have h3 : ψ (1, 0) = 0 := (mul_eq_zero.mp h2).resolve_left h1
        refine ⟨![1, ψ (1, 1) / ψ (0, 1)], ![0, ψ (0, 1)], ?_⟩
        funext ⟨i, j⟩
        fin_cases i <;> fin_cases j <;> simp [tensor, h0, h1, h3]
    · have h3 : ψ (1, 1) = ψ (1, 0) / ψ (0, 0) * ψ (0, 1) := by
        field_simp
        linear_combination h
      refine ⟨![1, ψ (1, 0) / ψ (0, 0)], ![ψ (0, 0), ψ (0, 1)], ?_⟩
      funext ⟨i, j⟩
      fin_cases i <;> fin_cases j <;> first | (simp [tensor, h0]; done) | exact h3

/-- For a normalized `u`, the determinant of `u` and `v` vanishes exactly when `v` is a
multiple of `u`. -/
theorem spinDet_eq_zero_iff {u : Spin} (hu : Normalized u) (v : Spin) :
    spinDet u v = 0 ↔ ∃ c : ℂ, v = c • u := by
  constructor
  · intro hd
    unfold Normalized overlap at hu
    unfold spinDet at hd
    -- the factor is the overlap of u with v
    have h0 : v 0 = overlap u v * u 0 := by
      unfold overlap
      linear_combination -v 0 * hu - conj (u 1) * hd
    have h1 : v 1 = overlap u v * u 1 := by
      unfold overlap
      linear_combination -v 1 * hu + conj (u 0) * hd
    refine ⟨overlap u v, ?_⟩
    funext i
    fin_cases i
    · exact h0
    · exact h1
  · rintro ⟨c, rfl⟩
    simp only [spinDet, Pi.smul_apply, smul_eq_mul]
    ring

/-- For a normalized `u`, the exchange gate leaves `u ⊗ v` a product vector exactly when
`sin 2t = 0` or `v` is a multiple of `u`. -/
theorem exchange_isProduct_iff (t : ℝ) {u : Spin} (hu : Normalized u) (v : Spin) :
    IsProduct (exchangeGate t *ᵥ tensor u v) ↔
      Real.sin (2 * t) = 0 ∨ ∃ c : ℂ, v = c • u := by
  rw [isProduct_iff_concurrence, concurrence_exchange, mul_eq_zero, abs_eq_zero,
    pow_eq_zero_iff two_ne_zero, norm_eq_zero, spinDet_eq_zero_iff hu]

/-- For normalized spin states, the squared modulus of the determinant is one minus the
squared modulus of the overlap. -/
theorem norm_spinDet_sq {u v : Spin} (hu : Normalized u) (hv : Normalized v) :
    ‖spinDet u v‖ ^ 2 = 1 - ‖overlap u v‖ ^ 2 := by
  apply Complex.ofReal_injective
  push_cast
  rw [← Complex.mul_conj', ← Complex.mul_conj']
  unfold Normalized overlap at hu hv
  simp only [spinDet, overlap, map_sub, map_add, map_mul, Complex.conj_conj]
  linear_combination (conj (v 0) * v 0 + conj (v 1) * v 1) * hu + hv

/-- From normalized `u` and `v`, the exchange gate produces concurrence one exactly when
`|sin 2t| = 1` and the two spin states are orthogonal. -/
theorem exchange_concurrence_eq_one_iff (t : ℝ) {u v : Spin}
    (hu : Normalized u) (hv : Normalized v) :
    concurrence (exchangeGate t *ᵥ tensor u v) = 1 ↔
      |Real.sin (2 * t)| = 1 ∧ overlap u v = 0 := by
  rw [concurrence_exchange, norm_spinDet_sq hu hv]
  constructor
  · intro h
    have hs : |Real.sin (2 * t)| ≤ 1 :=
      abs_le.mpr ⟨Real.neg_one_le_sin _, Real.sin_le_one _⟩
    have hp : 0 ≤ |Real.sin (2 * t)| * ‖overlap u v‖ ^ 2 := by positivity
    have h1 : |Real.sin (2 * t)| = 1 := by linarith
    rw [h1] at h
    have h2 : ‖overlap u v‖ ^ 2 = 0 := by linarith
    exact ⟨h1, norm_eq_zero.mp ((pow_eq_zero_iff two_ne_zero).mp h2)⟩
  · rintro ⟨h1, h2⟩
    rw [h1, h2, norm_zero]
    norm_num

end

end ExchangeEntanglement
```

```lean
#print axioms ExchangeEntanglement.swap_eq_pauli
#print axioms ExchangeEntanglement.exchangeGate_unitary
#print axioms ExchangeEntanglement.exchange_isProduct_iff
#print axioms ExchangeEntanglement.exchange_concurrence_eq_one_iff
```

```
'ExchangeEntanglement.swap_eq_pauli' depends on axioms: [propext, Classical.choice, Quot.sound]
'ExchangeEntanglement.exchangeGate_unitary' depends on axioms: [propext, Classical.choice, Quot.sound]
'ExchangeEntanglement.exchange_isProduct_iff' depends on axioms: [propext, Classical.choice, Quot.sound]
'ExchangeEntanglement.exchange_concurrence_eq_one_iff' depends on axioms: [propext, Classical.choice, Quot.sound]
```

## Spins, gates and products as Lean objects

A `Spin` is a pair of complex amplitudes and a `TwoSpin` has four, indexed by pairs. Neither type contains a normalisation condition; `Normalized u` supplies it where it is needed. The `overlap` is conjugate-linear in its first argument. `IsProduct` asks for some factors `a` and `b`, not necessarily unit vectors, and so counts the zero vector as a product.

`concurrence_exchange` is the main identity, for every real `t` and all `u` and `v`, normalised or not. `exchange_isProduct_iff` assumes that `u` is normalised and leaves `v` free. `exchange_concurrence_eq_one_iff` assumes both normalised.

The proofs follow the derivation. `swap_eq_pauli` compares all sixteen matrix entries and ties the explicit swap to the spin coupling. `swap_mulVec_tensor` and `exchangeGate_mulVec_tensor` give the two-term superposition. In `concurrence_exchange`, `ring` verifies the amplitude determinant, and the norm rules with `Real.sin_two_mul` turn it into the stated value. `isProduct_iff_concurrence` treats the same three cases as above. `exchange_isProduct_iff` is then a chain of rewrites through the earlier equivalences, and the last theorem obtains \(|\sin 2t|=1\) from two inequalities by `linarith`.

## How `linear_combination` carries the geometry

The steps that use normalisation rest on `linear_combination`. Given an equation to prove, it takes a sum of known equations with chosen coefficients and lets `ring` check that the two sides agree. The user finds the coefficients, and here they have a meaning. In `spinDet_eq_zero_iff`, the first component is closed by

`linear_combination -v 0 * hu - conj (u 1) * hd`

where `hu` says that \(u\) has norm 1 and `hd` that \(d=0\). The coefficient of `hd` is the \(-\bar u_1\) in the formula for \(v_0\) above; the second component uses \(+\bar u_0\). Together they form the unit vector \((-\bar u_1,\bar u_0)\) orthogonal to \(u\), so the proof is the expansion of \(v\) in an orthonormal basis. In `norm_spinDet_sq` the same tactic turns Lagrange's identity into its normalised form.

## Why \(u\) must not be the zero vector

It is natural to state the product criterion for all \(u\) and \(v\), since the concurrence formula holds for all of them. That version is false. Take \(u=0\), \(v\ne0\) and \(\sin2t\neq0\): the output is the zero vector, which is a product, yet \(v\) is not a multiple of \(u\). The hypothesis `hu` rules this out. No such condition on \(v\) is required, because \(v=0\) is the multiple \(0\cdot u\).

## Pure pairs, one coupling, exact arithmetic

The theorems concern one isolated pair in a pure state that starts as a product. They say nothing about mixed states, anisotropic coupling, a field acting during the exchange, or later Trotter layers, where a pair is in general already entangled with its neighbours. The file starts from the gate itself and does not prove the relation between \(t\), \(J\) and \(\tau\), which depends on how the Hamiltonian defines \(J\). The numbers are exact real and complex numbers; in floating-point arithmetic, a test for a product state should allow a tolerance in place of the equality with zero.
